# Joint integrability in time and delay of an integrable signal with an exponential response

The lemma `delayed_integrable` concerns a real signal g(t), measurable and integrable over the whole time axis, which is shifted by T s and weighted by the exponential response e^(−s) and a power s^j. It states that e^(−s) s^j g(t − T s) is integrable jointly over all real t and all s > 0, for any real T and any natural number j. The attempt uses the product-measure criterion `integrable_prod_iff'`, which asks for integrability in t at fixed s, and then for integrability in s of the time integral of the absolute value. The first should follow because a shifted integrable signal times a constant is integrable; the second reduces, by translation invariance, to the convergence of a Gamma integral.

This version doesn't compile in Lean 4 with Mathlib:

```lean
import Mathlib

open MeasureTheory Finset

noncomputable section

namespace DelayedIntegrable

/-- The exponential response times any power of the delay is integrable over positive delays. -/
lemma response_integrable (j : ℕ) :
    Integrable (fun s : ℝ => Real.exp (-s) * s ^ j) (volume.restrict (Set.Ioi 0)) := by
  have h := Real.GammaIntegral_convergent (s := (j : ℝ) + 1) (by positivity)
  simp only [add_sub_cancel_right, Real.rpow_natCast] at h
  exact h

/-- For a measurable integrable signal `g`, the delayed signal weighted by the response and a
power of the delay is integrable jointly in time and delay. -/
lemma delayed_integrable (T : ℝ) (j : ℕ) {g : ℝ → ℝ} (hm : Measurable g) (hg : Integrable g) :
    Integrable (fun p : ℝ × ℝ => Real.exp (-p.2) * p.2 ^ j * g (p.1 - T * p.2))
      (volume.prod (volume.restrict (Set.Ioi 0))) := by
  have meas : Measurable
      (fun p : ℝ × ℝ => Real.exp (-p.2) * p.2 ^ j * g (p.1 - T * p.2)) := by
    fun_prop
  refine (integrable_prod_iff' meas.aestronglyMeasurable).2 ⟨?_, ?_⟩
  · exact Filter.Eventually.of_forall fun s => (hg.comp_sub_right (T * s)).const_mul _
  · have key : ∀ s : ℝ, ∫ t, ‖Real.exp (-s) * s ^ j * g (t - T * s)‖
        = ‖Real.exp (-s) * s ^ j‖ * ∫ t, ‖g t‖ := by
      intro s
      have h : ∫ t, ‖g (t - T * s)‖ = ∫ t, ‖g t‖ :=
        integral_sub_right_eq_self (fun t => ‖g t‖) (T * s)
      rw [← h, ← integral_const_mul]
      exact integral_congr_ae (Filter.Eventually.of_forall fun t => norm_mul _ _)
    exact ((response_integrable j).norm.mul_const (∫ t, ‖g t‖)).congr
      (Filter.Eventually.of_forall fun s => (key s).symm)

end DelayedIntegrable
```

Compiling this gives:

```
Main.lean:25:47: error: Type mismatch
  Integrable.const_mul (Integrable.comp_sub_right hg (T * s)) ?m.241
has type
  Integrable (fun x => ?m.241 * g (x - T * s)) volume
but is expected to have type
  Integrable (fun x => Real.exp (-(x, s).2) * (x, s).2 ^ j * g ((x, s).1 - T * (x, s).2)) volume
```

What went wrong. The error is in the first part, integrability in t at fixed s. The mathematics there is right, but the constant factor was left as `_` in `const_mul _`, for Lean to find by matching against the goal.

The goal still has the form produced by the criterion, with s written as `(x, s).2`, the second component of a pair. The factor to be matched is therefore `Real.exp (-(x, s).2) * (x, s).2 ^ j`, which mentions the integration variable `x` although its value does not depend on it. The placeholder `?m.241` stands for a constant chosen outside the function of `x`, so it cannot be filled by an expression containing `x`. Lean did not simplify the pairs in time to remove that apparent dependence, and reported a type mismatch.

The repair states the constant outright as `Real.exp (-s) * s ^ j`. Lean then has only to check that the two functions agree, which they do by definition, since `(x, s).2` reduces to `s` and `(x, s).1` to `x`. The line break in the diff is mere layout.

This version goes through:

```diff
@@ -23,5 +23,6 @@
     fun_prop
   refine (integrable_prod_iff' meas.aestronglyMeasurable).2 ⟨?_, ?_⟩
-  · exact Filter.Eventually.of_forall fun s => (hg.comp_sub_right (T * s)).const_mul _
+  · exact Filter.Eventually.of_forall fun s =>
+      (hg.comp_sub_right (T * s)).const_mul (Real.exp (-s) * s ^ j)
   · have key : ∀ s : ℝ, ∫ t, ‖Real.exp (-s) * s ^ j * g (t - T * s)‖
         = ‖Real.exp (-s) * s ^ j‖ * ∫ t, ‖g t‖ := by
```
